# Double-quantum and zero-quantum operators of two spins 1/2 as two angular-momentum triples

The two spins are modelled by explicit 4×4 complex matrices whose rows and columns are labelled by pairs (i, j), the states of spin 1 and spin 2. The index 0 stands for α (m = +1/2) and 1 for β (m = −1/2). The double-quantum triple DQ and the zero-quantum triple ZQ are defined by their product-operator formulas, so their algebra has to be derived.

```lean
import Mathlib

open Matrix
open scoped Kronecker

namespace TwoSpinCoherenceAlgebra

noncomputable section

/-- Operators on the state space of two spins 1/2. -/
abbrev TwoSpinOp := Matrix (Fin 2 × Fin 2) (Fin 2 × Fin 2) ℂ
```

Components x, y, z carry the Lean indices 0, 1, 2, and ħ = 1. The single-spin matrices S_x, S_y, S_z are `spinHalf`.

```lean
/-- The x, y and z components (indices 0, 1, 2) of a single spin 1/2, in units of ħ. -/
def spinHalf : Fin 3 → Matrix (Fin 2) (Fin 2) ℂ :=
  ![!![0, 1/2; 1/2, 0], !![0, -Complex.I/2; Complex.I/2, 0], !![1/2, 0; 0, -1/2]]
```

A Kronecker product with the identity makes each of them act on one spin of the pair, which gives I1x, I2x and so on.

```lean
/-- The components of the first spin, acting on the pair. -/
def I₁ (a : Fin 3) : TwoSpinOp := spinHalf a ⊗ₖ 1

/-- The components of the second spin, acting on the pair. -/
def I₂ (a : Fin 3) : TwoSpinOp := 1 ⊗ₖ spinHalf a
```

The two triples and the longitudinal order I1zI2z follow.

```lean
/-- The double-quantum triple
`(I1x I2x - I1y I2y, I1x I2y + I1y I2x, (I1z + I2z)/2)`. -/
def DQ : Fin 3 → TwoSpinOp :=
  ![I₁ 0 * I₂ 0 - I₁ 1 * I₂ 1, I₁ 0 * I₂ 1 + I₁ 1 * I₂ 0, (1/2 : ℂ) • (I₁ 2 + I₂ 2)]

/-- The zero-quantum triple
`(I1x I2x + I1y I2y, I1y I2x - I1x I2y, (I1z - I2z)/2)`. -/
def ZQ : Fin 3 → TwoSpinOp :=
  ![I₁ 0 * I₂ 0 + I₁ 1 * I₂ 1, I₁ 1 * I₂ 0 - I₁ 0 * I₂ 1, (1/2 : ℂ) • (I₁ 2 - I₂ 2)]

/-- The longitudinal two-spin order `I1z I2z`. -/
def zz : TwoSpinOp := I₁ 2 * I₂ 2
```

The predicate `IsAngularMomentum` asks for the three cyclic commutators and nothing else; it fixes neither Hermiticity nor the size of the spin.

```lean
/-- The angular-momentum commutators `[Jx, Jy] = i Jz` and cyclic permutations. -/
def IsAngularMomentum {n : Type*} [Fintype n] (J : Fin 3 → Matrix n n ℂ) : Prop :=
  J 0 * J 1 - J 1 * J 0 = Complex.I • J 2 ∧
  J 1 * J 2 - J 2 * J 1 = Complex.I • J 0 ∧
  J 2 * J 0 - J 0 * J 2 = Complex.I • J 1
```

The parallel states are αα and ββ, the antiparallel ones αβ and βα. For a 2×2 matrix A, write E_s(A) for A placed on one of these pairs and zero elsewhere, with s = par (`true`) or s = anti (`false`). Rows and columns of A follow the state of spin 1.

```lean
/-- A 2×2 matrix placed on the span of the parallel states αα, ββ (`s = true`) or of the
antiparallel states αβ, βα (`s = false`), and zero elsewhere. -/
def embed (s : Bool) (A : Matrix (Fin 2) (Fin 2) ℂ) : TwoSpinOp :=
  Matrix.of fun p q =>
    if decide (p.1 = p.2) = s ∧ decide (q.1 = q.2) = s then A p.1 q.1 else 0
```

## (a) One spin 1/2

Show that the single-spin matrices satisfy

[S_x, S_y] = i S_z, [S_y, S_z] = i S_x, [S_z, S_x] = i S_y.

**Solution.** Multiplying the matrices gives

S_x S_y = (i/4) diag(1, −1) = (i/2) S_z, S_y S_x = −(i/2) S_z,

and the difference is i S_z. In the same way S_y S_z = (i/2) S_x and S_z S_x = (i/2) S_y, with the opposite sign in reversed order. Lean compares the entries one by one, using i² = −1 where needed.

```lean
/-- The components of a single spin 1/2 obey the angular-momentum commutators. -/
theorem spinHalf_isAngularMomentum : IsAngularMomentum spinHalf := by
  refine ⟨?_, ?_, ?_⟩ <;> ext i j <;> fin_cases i <;> fin_cases j <;>
    simp [spinHalf] <;>
    first
    | ring1
    | linear_combination (1/2 : ℂ) * Complex.I_sq
    | linear_combination (-1/2 : ℂ) * Complex.I_sq
```

## (b) Products on the same pair of states

Show that placement respects multiplication:

E_s(A) E_s(B) = E_s(AB).

**Solution.** Only intermediate states in the pair s contribute. Within that pair the state m of spin 1 fixes the state of spin 2, so the sum over four states reduces to Σ_m A_im B_mk = (AB)_ik. If an outer state lies outside the pair, both sides vanish. The proof runs through all matrix elements.

```lean
/-- Matrices placed on the same two-level subspace multiply as 2×2 matrices. -/
theorem embed_mul_same (s : Bool) (A B : Matrix (Fin 2) (Fin 2) ℂ) :
    embed s A * embed s B = embed s (A * B) := by
  ext ⟨i, j⟩ ⟨k, l⟩
  cases s <;> fin_cases i <;> fin_cases j <;> fin_cases k <;> fin_cases l <;>
    simp [embed, Matrix.mul_apply, Fintype.sum_prod_type, Fin.sum_univ_two]
```

## (c) Products on different pairs of states

Show that for s ≠ t

E_s(A) E_t(B) = 0.

**Solution.** A nonzero term would need an intermediate state that is both parallel and antiparallel. The case split `by_cases hr` asks whether the intermediate state belongs to s: if it does, the second factor is zero, and otherwise the first is.

```lean
/-- Matrices placed on different two-level subspaces have product zero. -/
theorem embed_mul_ne {s t : Bool} (h : s ≠ t) (A B : Matrix (Fin 2) (Fin 2) ℂ) :
    embed s A * embed t B = 0 := by
  ext p q
  rw [Matrix.mul_apply, Matrix.zero_apply]
  refine Finset.sum_eq_zero fun r _ => ?_
  -- an intermediate state cannot be both parallel and antiparallel
  by_cases hr : decide (r.1 = r.2) = s
  · have ht : ¬ decide (r.1 = r.2) = t := fun h' => h (hr.symm.trans h')
    simp only [embed, Matrix.of_apply, ht, false_and, if_false, mul_zero]
  · simp only [embed, Matrix.of_apply, hr, and_false, if_false, zero_mul]
```

## (d) Commutators after placement

Let [A, B] = iC for 2×2 matrices. Show that

[E_s(A), E_s(B)] = i E_s(C).

**Solution.** By (b) and linearity, the left side is E_s(AB − BA) = E_s(iC) = i E_s(C). The step `key` proves this once, and the theorem applies it to the three cyclic commutators.

```lean
/-- Angular-momentum commutators survive placement on a two-level subspace. -/
theorem IsAngularMomentum.embed {J : Fin 3 → Matrix (Fin 2) (Fin 2) ℂ}
    (h : IsAngularMomentum J) (s : Bool) :
    IsAngularMomentum (fun a => embed s (J a)) := by
  have key : ∀ A B C : Matrix (Fin 2) (Fin 2) ℂ, A * B - B * A = Complex.I • C →
      TwoSpinCoherenceAlgebra.embed s A * TwoSpinCoherenceAlgebra.embed s B
        - TwoSpinCoherenceAlgebra.embed s B * TwoSpinCoherenceAlgebra.embed s A
        = Complex.I • TwoSpinCoherenceAlgebra.embed s C := by
    intro A B C hC
    rw [embed_mul_same, embed_mul_same]
    ext p q
    have e := congrFun (congrFun hC p.1) q.1
    simp only [Matrix.sub_apply, Matrix.smul_apply] at e
    simp only [TwoSpinCoherenceAlgebra.embed, Matrix.sub_apply, Matrix.smul_apply,
      Matrix.of_apply]
    split_ifs
    · exact e
    · simp
  exact ⟨key _ _ _ h.1, key _ _ _ h.2.1, key _ _ _ h.2.2⟩
```

## (e) The triples as fictitious spins

Show that for every component a

DQ_a = E_par(S_a), ZQ_a = E_anti(S_a).

**Solution.** The products of x and y components flip both spins, so they connect αα with ββ and αβ with βα. Their elements are:

⟨αα|I1xI2x|ββ⟩ = 1/4, ⟨αα|I1yI2y|ββ⟩ = (−i/2)² = −1/4
⟨αβ|I1xI2x|βα⟩ = 1/4, ⟨αβ|I1yI2y|βα⟩ = (−i/2)(i/2) = 1/4

The difference DQ_x is therefore 1/2 on the parallel pair and 0 on the other; the sum ZQ_x is the reverse. For the y components:

⟨αα|I1xI2y|ββ⟩ = ⟨αα|I1yI2x|ββ⟩ = −i/4
⟨αβ|I1yI2x|βα⟩ = −i/4, ⟨αβ|I1xI2y|βα⟩ = i/4

Thus DQ_y has the element −i/2 on the parallel pair and ZQ_y has it on the antiparallel pair, as S_y requires; the other contributions cancel. The reversed elements are complex conjugates. Finally, (m₁ + m₂)/2 is ±1/2 on αα, ββ and zero on the rest, while (m₁ − m₂)/2 is ±1/2 on αβ, βα and zero on the rest.

```lean
/-- The double-quantum and zero-quantum triples are the spin-1/2 matrices placed on the
parallel and on the antiparallel states. -/
theorem fictitious_spin (a : Fin 3) :
    DQ a = embed true (spinHalf a) ∧ ZQ a = embed false (spinHalf a) := by
  simp only [DQ, ZQ, I₁, I₂, ← Matrix.mul_kronecker_mul, Matrix.mul_one, Matrix.one_mul]
  constructor <;> fin_cases a <;> ext ⟨i, j⟩ ⟨k, l⟩ <;>
    fin_cases i <;> fin_cases j <;> fin_cases k <;> fin_cases l <;>
    simp [embed, spinHalf] <;>
    first
    | ring1
    | linear_combination (1/4 : ℂ) * Complex.I_sq
    | linear_combination (-1/4 : ℂ) * Complex.I_sq
```

## (f) Longitudinal order as a difference of projectors

With 1 the 2×2 identity, show that

I1zI2z = (1/4) (E_par(1) − E_anti(1)).

**Solution.** The operator is diagonal with entries m₁m₂, which equal 1/4 for parallel and −1/4 for antiparallel spins.

```lean
/-- `I1z I2z` is one quarter of the projector on the parallel states minus one quarter of
the projector on the antiparallel states. -/
theorem zz_eq : zz = (1/4 : ℂ) • (embed true 1 - embed false 1) := by
  simp only [zz, I₁, I₂, ← Matrix.mul_kronecker_mul, Matrix.mul_one, Matrix.one_mul]
  ext ⟨i, j⟩ ⟨k, l⟩
  fin_cases i <;> fin_cases j <;> fin_cases k <;> fin_cases l <;>
    simp [embed, spinHalf] <;> norm_num
```

## (g) The algebra of the six operators

Show that DQ and ZQ each obey the angular-momentum commutators and that, for all components a and b,

DQ_a ZQ_b = ZQ_b DQ_a = 0, [I1zI2z, DQ_a] = [I1zI2z, ZQ_a] = 0.

**Solution.** The commutators follow from (a), (d) and (e), and the vanishing products from (c) and (e). By (f), multiplying DQ_a by I1zI2z from either side gives DQ_a/4, and multiplying ZQ_a gives −ZQ_a/4. The two orders agree. Lean rewrites both triples in the form of (e) and then uses the same lemmas.

```lean
/-- The double-quantum and zero-quantum triples each obey the angular-momentum commutators,
all products between them vanish, and `I1z I2z` commutes with all six operators. -/
theorem coherence_algebra :
    IsAngularMomentum DQ ∧ IsAngularMomentum ZQ ∧
    (∀ a b, DQ a * ZQ b = 0 ∧ ZQ b * DQ a = 0) ∧
    (∀ a, Commute zz (DQ a) ∧ Commute zz (ZQ a)) := by
  have hD : DQ = fun a => embed true (spinHalf a) := funext fun a => (fictitious_spin a).1
  have hZ : ZQ = fun a => embed false (spinHalf a) := funext fun a => (fictitious_spin a).2
  have tf : true ≠ false := by decide
  rw [hD, hZ]
  refine ⟨spinHalf_isAngularMomentum.embed true, spinHalf_isAngularMomentum.embed false,
    fun a b => ⟨embed_mul_ne tf _ _, embed_mul_ne tf.symm _ _⟩, fun a => ⟨?_, ?_⟩⟩ <;>
  · rw [zz_eq]
    refine Commute.smul_left ?_ _
    simp only [Commute, SemiconjBy, sub_mul, mul_sub, embed_mul_same, embed_mul_ne tf,
      embed_mul_ne tf.symm, Matrix.one_mul, Matrix.mul_one]
```

## (h) Everything that commutes with all six

Show that a two-spin operator M commutes with all six operators exactly when there are complex a, b with

M = a 1 + b I1zI2z.

**Solution.** The "if" direction is (g). For the converse, M commutes with

2 DQ_z + 6 ZQ_z,

which is diagonal with entries w = 1, 3, −3, −1 on αα, αβ, βα, ββ. Hence (w_q − w_p) M_pq = 0, and since the entries are distinct, M is diagonal. The element of [M, DQ_x] = 0 between αα and ββ equates the two parallel diagonal entries; call their value u. ZQ_x does the same for the antiparallel ones, with value v. Then a = (u + v)/2 and b = 2(u − v) reproduce M. In the proof, `hoff` gives diagonality, and `d1` and `d2` equate the entries.

```lean
/-- A two-spin operator commutes with all six operators exactly when it is a linear
combination of the identity and `I1z I2z`. -/
theorem commutant (M : TwoSpinOp) :
    (∀ a, Commute M (DQ a) ∧ Commute M (ZQ a)) ↔ ∃ a b : ℂ, M = a • 1 + b • zz := by
  constructor
  · intro h
    -- a combination of the z components with four distinct diagonal entries
    let w : Fin 2 × Fin 2 → ℂ := fun p => !![1, 3; -3, -1] p.1 p.2
    have hw : (2 : ℂ) • DQ 2 + (6 : ℂ) • ZQ 2 = Matrix.diagonal w := by
      rw [(fictitious_spin 2).1, (fictitious_spin 2).2]
      ext ⟨i, j⟩ ⟨k, l⟩
      fin_cases i <;> fin_cases j <;> fin_cases k <;> fin_cases l <;>
        simp [embed, spinHalf, w] <;> norm_num
    have hinj : ∀ p q, p ≠ q → w q - w p ≠ 0 := by
      rintro ⟨i, j⟩ ⟨k, l⟩
      fin_cases i <;> fin_cases j <;> fin_cases k <;> fin_cases l <;> norm_num [w]
    have hc : Commute M (Matrix.diagonal w) := by
      rw [← hw]
      exact ((h 2).1.smul_right _).add_right ((h 2).2.smul_right _)
    have hoff : ∀ p q, p ≠ q → M p q = 0 := by
      intro p q hpq
      have e := congrFun (congrFun hc.eq p) q
      rw [Matrix.mul_diagonal, Matrix.diagonal_mul] at e
      have e' : (w q - w p) * M p q = 0 := by linear_combination e
      exact (mul_eq_zero.1 e').resolve_left (hinj p q hpq)
    -- the x components equate the diagonal entries within each subspace
    have d1 : M (1, 1) (1, 1) = M (0, 0) (0, 0) := by
      have e := congrFun (congrFun (h 0).1.eq (0, 0)) (1, 1)
      rw [(fictitious_spin 0).1] at e
      simp [embed, spinHalf, Matrix.mul_apply, Fintype.sum_prod_type] at e
      first | linear_combination -2 * e | linear_combination -e
    have d2 : M (1, 0) (1, 0) = M (0, 1) (0, 1) := by
      have e := congrFun (congrFun (h 0).2.eq (0, 1)) (1, 0)
      rw [(fictitious_spin 0).2] at e
      simp [embed, spinHalf, Matrix.mul_apply, Fintype.sum_prod_type] at e
      first | linear_combination -2 * e | linear_combination -e
    have hdiag : ∀ i j, M (i, j) (i, j) =
        if i = j then M (0, 0) (0, 0) else M (0, 1) (0, 1) := by
      intro i j
      fin_cases i <;> fin_cases j <;> simp [d1, d2]
    have hr : ∀ (a b : ℂ) (p q : Fin 2 × Fin 2), (a • (1 : TwoSpinOp) + b • zz) p q =
        if p = q then (if p.1 = p.2 then a + b / 4 else a - b / 4) else 0 := by
      rintro a b ⟨i, j⟩ ⟨k, l⟩
      rw [zz_eq]
      fin_cases i <;> fin_cases j <;> fin_cases k <;> fin_cases l <;>
        simp [embed, Matrix.one_apply] <;> ring
    refine ⟨(M (0, 0) (0, 0) + M (0, 1) (0, 1)) / 2,
      2 * (M (0, 0) (0, 0) - M (0, 1) (0, 1)), ?_⟩
    ext p q
    rw [hr]
    by_cases hpq : p = q
    · subst hpq
      obtain ⟨i, j⟩ := p
      rw [if_pos rfl, hdiag]
      dsimp only
      split_ifs <;> ring
    · rw [if_neg hpq, hoff p q hpq]
  · rintro ⟨a, b, rfl⟩ c
    have hz := coherence_algebra.2.2.2 c
    exact ⟨((Commute.one_left _).smul_left a).add_left (hz.1.smul_left b),
      ((Commute.one_left _).smul_left a).add_left (hz.2.smul_left b)⟩
```

## (i) The raising operator

For any triple J with angular-momentum commutators, show that

[J_z, J_x + i J_y] = J_x + i J_y.

**Solution.** Since [J_z, J_x] = i J_y and [J_z, J_y] = −i J_x, the left side is i J_y + i(−i J_x) = J_x + i J_y.

```lean
/-- For angular-momentum operators, `[Jz, Jx + i Jy] = Jx + i Jy`. -/
theorem IsAngularMomentum.raising {n : Type*} [Fintype n] {J : Fin 3 → Matrix n n ℂ}
    (h : IsAngularMomentum J) :
    J 2 * (J 0 + Complex.I • J 1) - (J 0 + Complex.I • J 1) * J 2
      = J 0 + Complex.I • J 1 := by
  have e : J 2 * (J 0 + Complex.I • J 1) - (J 0 + Complex.I • J 1) * J 2
      = (J 2 * J 0 - J 0 * J 2) - Complex.I • (J 1 * J 2 - J 2 * J 1) := by
    simp only [Matrix.mul_add, Matrix.add_mul, Matrix.mul_smul, Matrix.smul_mul]
    module
  rw [e, h.2.2, h.2.1, smul_smul, Complex.I_mul_I]
  module
```

## (j) Frequencies under weak coupling

Take the Hamiltonian H = ω₁ I1z + ω₂ I2z + c I1zI2z. Physically ω₁, ω₂ and c are real: two precession frequencies and the strength of the coupling's zz part. The flip-flop part is omitted; for a scalar coupling this is a good approximation when |c| is small against |ω₁ − ω₂|. The Lean definition allows complex parameters.

```lean
/-- The weak-coupling Hamiltonian `ω₁ I1z + ω₂ I2z + c I1z I2z`. -/
def weakCoupling (ω₁ ω₂ c : ℂ) : TwoSpinOp := ω₁ • I₁ 2 + ω₂ • I₂ 2 + c • zz
```

Write DQ₊ = DQ_x + i DQ_y and ZQ₊ = ZQ_x + i ZQ_y. Show that

[H, DQ₊] = (ω₁ + ω₂) DQ₊, [H, ZQ₊] = (ω₁ − ω₂) ZQ₊.

**Solution.** The Zeeman terms regroup into the two z components:

H = (ω₁ + ω₂) DQ_z + (ω₁ − ω₂) ZQ_z + c I1zI2z.

In the commutator with DQ₊, the ZQ_z and I1zI2z terms vanish by (g), and (i) turns the first term into (ω₁ + ω₂) DQ₊. For ZQ₊ the roles are exchanged. In Lean, `hH` is the regrouping and `expand` splits the commutator.

For two weakly coupled spins without relaxation, these double- and zero-quantum coherences thus precess at the sum and difference frequencies, unsplit by their mutual coupling.

**Numbers.** Let ω₁ = 5, ω₂ = 3, c = 0.2 in common units, so that c is a tenth of ω₁ − ω₂. The energies of αα, αβ, βα, ββ are 4.05, 0.95, −1.05, −3.95. The gap αα–ββ is 8 = ω₁ + ω₂, and αβ–βα is 2 = ω₁ − ω₂.

**Equal frequencies.** At ω₁ = ω₂ the operator ZQ₊ commutes with H. For a scalar coupling with c ≠ 0, however, the omitted flip-flop part is no longer negligible there.

```lean
/-- The commutator with the weak-coupling Hamiltonian multiplies the double-quantum raising
operator by `ω₁ + ω₂` and the zero-quantum raising operator by `ω₁ - ω₂`. -/
theorem coherence_frequencies (ω₁ ω₂ c : ℂ) :
    weakCoupling ω₁ ω₂ c * (DQ 0 + Complex.I • DQ 1)
        - (DQ 0 + Complex.I • DQ 1) * weakCoupling ω₁ ω₂ c
      = (ω₁ + ω₂) • (DQ 0 + Complex.I • DQ 1) ∧
    weakCoupling ω₁ ω₂ c * (ZQ 0 + Complex.I • ZQ 1)
        - (ZQ 0 + Complex.I • ZQ 1) * weakCoupling ω₁ ω₂ c
      = (ω₁ - ω₂) • (ZQ 0 + Complex.I • ZQ 1) := by
  obtain ⟨hD, hZ, h0, hc⟩ := coherence_algebra
  -- the Zeeman terms split into the two z components
  have hH : weakCoupling ω₁ ω₂ c = (ω₁ + ω₂) • DQ 2 + (ω₁ - ω₂) • ZQ 2 + c • zz := by
    have e1 : DQ 2 = (1/2 : ℂ) • (I₁ 2 + I₂ 2) := rfl
    have e2 : ZQ 2 = (1/2 : ℂ) • (I₁ 2 - I₂ 2) := rfl
    rw [weakCoupling, e1, e2]
    module
  have expand : ∀ X : TwoSpinOp, weakCoupling ω₁ ω₂ c * X - X * weakCoupling ω₁ ω₂ c
      = (ω₁ + ω₂) • (DQ 2 * X - X * DQ 2) + (ω₁ - ω₂) • (ZQ 2 * X - X * ZQ 2)
        + c • (zz * X - X * zz) := by
    intro X
    rw [hH]
    simp only [Matrix.mul_add, Matrix.add_mul, Matrix.mul_smul, Matrix.smul_mul]
    module
  constructor
  · have z1 : ZQ 2 * (DQ 0 + Complex.I • DQ 1) - (DQ 0 + Complex.I • DQ 1) * ZQ 2 = 0 := by
      simp [Matrix.mul_add, Matrix.add_mul, (h0 0 2).1, (h0 0 2).2, (h0 1 2).1, (h0 1 2).2]
    have z2 := ((hc 0).1.add_right ((hc 1).1.smul_right Complex.I)).eq
    rw [expand, hD.raising, z1, z2, sub_self, smul_zero, smul_zero, add_zero, add_zero]
  · have z1 : DQ 2 * (ZQ 0 + Complex.I • ZQ 1) - (ZQ 0 + Complex.I • ZQ 1) * DQ 2 = 0 := by
      simp [Matrix.mul_add, Matrix.add_mul, (h0 2 0).1, (h0 2 0).2, (h0 2 1).1, (h0 2 1).2]
    have z2 := ((hc 0).2.add_right ((hc 1).2.smul_right Complex.I)).eq
    rw [expand, hZ.raising, z1, z2, sub_self, smul_zero, smul_zero, zero_add, add_zero]

end

end TwoSpinCoherenceAlgebra
```

```lean
#print axioms TwoSpinCoherenceAlgebra.coherence_algebra
-- 'TwoSpinCoherenceAlgebra.coherence_algebra' depends on axioms: [propext, Classical.choice, Quot.sound]
#print axioms TwoSpinCoherenceAlgebra.commutant
-- 'TwoSpinCoherenceAlgebra.commutant' depends on axioms: [propext, Classical.choice, Quot.sound]
#print axioms TwoSpinCoherenceAlgebra.coherence_frequencies
-- 'TwoSpinCoherenceAlgebra.coherence_frequencies' depends on axioms: [propext, Classical.choice, Quot.sound]
```
